# Pole counting restricts the axis orders of a finite rotation group

Let a finite group $G$ of order $N\ge 2$ act on a finite set $X$, whose points are called poles, and let the stabiliser order of a pole $x$ be the number of $g\in G$ with $gx=x$. This number is the same throughout an orbit, so the orders are listed once per orbit, and their sequence in the list does not matter.

```lean
import Mathlib

open MulAction

namespace PoleCounting

/-- The stabiliser orders of a group acting on a finite set of poles, listed once for
each orbit. -/
noncomputable def poleOrders (G X : Type*) [Group G] [MulAction G X] [Finite X] :
    Multiset ℕ :=
  (@Finset.univ (orbitRel.Quotient G X) (Fintype.ofFinite _)).val.map
    (fun ω => Nat.card (stabilizer G (Quotient.out ω)))

variable {G X : Type*} [Group G] [MulAction G X]

/-- Two poles in the same orbit have stabilisers of the same order. -/
theorem stabilizer_card_eq_of_mem_orbit {x y : X} (h : x ∈ orbit G y) :
    Nat.card (stabilizer G x) = Nat.card (stabilizer G y) :=
  Nat.card_congr (stabilizerEquivStabilizerOfOrbitRel (orbitRel_apply.2 h)).toEquiv

variable [Finite G] [Finite X]

/-- If each non-identity element of a finite group fixes exactly two poles of a finite set,
the number of poles plus `2N` equals the number of orbits times `N`, plus 2, where `N` is
the group order. -/
theorem card_poles_add (hfix : ∀ g : G, g ≠ 1 → Nat.card (fixedBy X g) = 2) :
    Nat.card X + 2 * Nat.card G
      = Nat.card (orbitRel.Quotient G X) * Nat.card G + 2 := by
  classical
  let _ := Fintype.ofFinite G
  let _ := Fintype.ofFinite X
  let _ := Fintype.ofFinite (orbitRel.Quotient G X)
  have hB : (∑ g : G, Nat.card (fixedBy X g))
      = Nat.card (orbitRel.Quotient G X) * Nat.card G := by
    simpa only [Nat.card_eq_fintype_card] using
      sum_card_fixedBy_eq_card_orbits_mul_card_group G X
  -- the identity fixes every pole, each other element fixes two
  have h1 : Nat.card (fixedBy X (1 : G)) = Nat.card X :=
    Nat.card_congr (Equiv.subtypeUnivEquiv (fun x => one_smul G x))
  have h2 : ∑ g ∈ Finset.univ.erase (1 : G), Nat.card (fixedBy X g)
      = (Nat.card G - 1) * 2 := by
    rw [Finset.sum_congr rfl (fun g hg => hfix g (Finset.ne_of_mem_erase hg)),
      Finset.sum_const, Finset.card_erase_of_mem (Finset.mem_univ _), Finset.card_univ,
      smul_eq_mul, Nat.card_eq_fintype_card]
  rw [← Finset.add_sum_erase _ _ (Finset.mem_univ (1 : G)), h1, h2] at hB
  have hpos : 0 < Nat.card G := Nat.card_pos
  omega

/-- The pole equation: if each non-identity element of a finite group of order `N` fixes
exactly two poles of a finite set, the sum of `1 - 1/n` over the orbits, with `n` the
stabiliser order, is `2 (1 - 1/N)`. -/
theorem pole_equation (hfix : ∀ g : G, g ≠ 1 → Nat.card (fixedBy X g) = 2) :
    ((poleOrders G X).map (fun n : ℕ => 1 - 1 / (n : ℚ))).sum
      = 2 * (1 - 1 / (Nat.card G : ℚ)) := by
  classical
  let _ := Fintype.ofFinite G
  let _ := Fintype.ofFinite X
  let _ := Fintype.ofFinite (orbitRel.Quotient G X)
  have hB := card_poles_add hfix
  have hX : Nat.card X = ∑ ω : orbitRel.Quotient G X,
      Nat.card G / Nat.card (stabilizer G (Quotient.out ω)) := by
    simpa only [Nat.card_eq_fintype_card] using
      card_eq_sum_card_group_div_card_stabilizer G X
  -- orbit-stabiliser: an orbit with stabiliser order n has N / n poles
  have hX' : (Nat.card X : ℚ) = Nat.card G * ∑ ω : orbitRel.Quotient G X,
      1 / (Nat.card (stabilizer G (Quotient.out ω)) : ℚ) := by
    rw [hX, Nat.cast_sum, Finset.mul_sum]
    refine Finset.sum_congr rfl fun ω _ => ?_
    rw [Nat.cast_div (Subgroup.card_subgroup_dvd_card _)
      (by exact_mod_cast Nat.card_pos.ne')]
    ring
  have key : ∀ k S N : ℚ, N ≠ 0 → N * S + 2 * N = k * N + 2 →
      k - S = 2 * (1 - 1 / N) := by
    intro k S N hN h
    field_simp
    linarith
  unfold poleOrders
  rw [Multiset.map_map]
  change ∑ ω : orbitRel.Quotient G X,
    (1 - 1 / (Nat.card (stabilizer G (Quotient.out ω)) : ℚ)) = _
  rw [Finset.sum_sub_distrib, Finset.sum_const, Finset.card_univ, nsmul_eq_mul, mul_one,
    ← Nat.card_eq_fintype_card]
  exact key _ _ _ (by exact_mod_cast Nat.card_pos.ne')
    (by rw [← hX']; exact_mod_cast hB)

/-- If every pole is fixed by some non-identity element of a finite group, each stabiliser
order lies between 2 and the group order. -/
theorem poleOrders_bounds (hstab : ∀ x : X, ∃ g : G, g ≠ 1 ∧ g • x = x) :
    ∀ n ∈ poleOrders G X, 2 ≤ n ∧ n ≤ Nat.card G := by
  intro n hn
  obtain ⟨ω, _, rfl⟩ := Multiset.mem_map.1 hn
  obtain ⟨g, hg, hx⟩ := hstab (Quotient.out ω)
  have : Nontrivial (stabilizer G (Quotient.out ω)) :=
    ⟨⟨⟨g, hx⟩, 1, fun h => hg (congrArg Subtype.val h)⟩⟩
  exact ⟨Finite.one_lt_card,
    Nat.le_of_dvd Nat.card_pos (Subgroup.card_subgroup_dvd_card _)⟩

/-- Integers `2 ≤ a ≤ b ≤ c` and `N > 0` with `1/a + 1/b + 1/c = 1 + 2/N` are
`(2,2,c)` with `N = 2c`, or `(2,3,3)`, `(2,3,4)`, `(2,3,5)` with `N = 12, 24, 60`. -/
theorem three_orbit_orders {a b c N : ℕ} (ha : 2 ≤ a) (hab : a ≤ b) (hbc : b ≤ c)
    (hN : 0 < N) (h : 1 / (a : ℚ) + 1 / b + 1 / c = 1 + 2 / N) :
    a = 2 ∧ (b = 2 ∧ N = 2 * c ∨
      b = 3 ∧ (c = 3 ∧ N = 12 ∨ c = 4 ∧ N = 24 ∨ c = 5 ∧ N = 60)) := by
  have hNq : (0 : ℚ) < N := by exact_mod_cast hN
  have hpos : (0 : ℚ) < 2 / N := by positivity
  have inv : ∀ m n : ℕ, 0 < m → m ≤ n → 1 / (n : ℚ) ≤ 1 / (m : ℚ) := fun m n hm hmn =>
    one_div_le_one_div_of_le (by exact_mod_cast hm) (by exact_mod_cast hmn)
  -- three orders of at least 3 make the left side too small
  obtain rfl : a = 2 := by
    by_contra hne
    have h1 := inv 3 a (by norm_num) (by omega)
    have h2 := inv 3 b (by norm_num) (by omega)
    have h3 := inv 3 c (by norm_num) (by omega)
    push_cast at h1 h2 h3
    linarith
  have hb : b ≤ 3 := by
    by_contra hne
    have h2 := inv 4 b (by norm_num) (by omega)
    have h3 := inv 4 c (by norm_num) (by omega)
    push_cast at h h2 h3
    linarith
  refine ⟨rfl, ?_⟩
  rcases (by omega : b = 2 ∨ b = 3) with rfl | rfl
  · have hc : (c : ℚ) ≠ 0 := by
      have : c ≠ 0 := by omega
      exact_mod_cast this
    push_cast at h
    have e : 1 / (c : ℚ) = 2 / N := by linarith
    rw [div_eq_div_iff hc hNq.ne'] at e
    have e' : (N : ℚ) = 2 * c := by linarith
    exact Or.inl ⟨rfl, by exact_mod_cast e'⟩
  · have hc : c ≤ 5 := by
      by_contra hne
      have h3 := inv 6 c (by norm_num) (by omega)
      push_cast at h h3
      linarith
    push_cast at h
    have e : (2 : ℚ) / N = 1 / 2 + 1 / 3 + 1 / c - 1 := by linarith
    rw [div_eq_iff hNq.ne'] at e
    refine Or.inr ⟨rfl, ?_⟩
    rcases (by omega : c = 3 ∨ c = 4 ∨ c = 5) with rfl | rfl | rfl
    · have e' : (N : ℚ) = 12 := by push_cast at e; linarith
      exact Or.inl ⟨rfl, by exact_mod_cast e'⟩
    · have e' : (N : ℚ) = 24 := by push_cast at e; linarith
      exact Or.inr (Or.inl ⟨rfl, by exact_mod_cast e'⟩)
    · have e' : (N : ℚ) = 60 := by push_cast at e; linarith
      exact Or.inr (Or.inr ⟨rfl, by exact_mod_cast e'⟩)

/-- Let a finite group of order `N ≥ 2` act on a finite set of poles so that each
non-identity element fixes exactly two poles and each pole is fixed by some non-identity
element. Then the stabiliser orders of the orbits are `(N,N)`, `(2,2,N/2)` with `N` even and
at least 4, or `(2,3,3)`, `(2,3,4)`, `(2,3,5)` with `N = 12, 24, 60`. -/
theorem pole_classification (hN : 2 ≤ Nat.card G)
    (hfix : ∀ g : G, g ≠ 1 → Nat.card (fixedBy X g) = 2)
    (hstab : ∀ x : X, ∃ g : G, g ≠ 1 ∧ g • x = x) :
    poleOrders G X = {Nat.card G, Nat.card G} ∨
    (∃ n, 2 ≤ n ∧ Nat.card G = 2 * n ∧ poleOrders G X = {2, 2, n}) ∨
    (Nat.card G = 12 ∧ poleOrders G X = {2, 3, 3}) ∨
    (Nat.card G = 24 ∧ poleOrders G X = {2, 3, 4}) ∨
    (Nat.card G = 60 ∧ poleOrders G X = {2, 3, 5}) := by
  have hsum := pole_equation hfix
  have hmem := poleOrders_bounds hstab
  generalize poleOrders G X = s at *
  generalize Nat.card G = N at *
  have inv : ∀ m n : ℕ, 0 < m → m ≤ n → 1 / (n : ℚ) ≤ 1 / (m : ℚ) := fun m n hm hmn =>
    one_div_le_one_div_of_le (by exact_mod_cast hm) (by exact_mod_cast hmn)
  have hNpos : (0 : ℚ) < 1 / N := by
    have : (0 : ℚ) < N := by exact_mod_cast (by omega : 0 < N)
    positivity
  have hNhalf := inv 2 N (by norm_num) hN
  push_cast at hNhalf
  -- every orbit contributes at least 1/2, so there are at most three
  have hcard : Multiset.card s < 4 := by
    have hle := Multiset.card_nsmul_le_sum (s := s.map (fun n : ℕ => 1 - 1 / (n : ℚ)))
      (a := 1 / 2) (by
        intro q hq
        obtain ⟨n, hn, rfl⟩ := Multiset.mem_map.1 hq
        have h2 := inv 2 n (by norm_num) (hmem n hn).1
        push_cast at h2
        linarith)
    rw [hsum, Multiset.card_map, nsmul_eq_mul] at hle
    have : (Multiset.card s : ℚ) < 4 := by linarith
    exact_mod_cast this
  rcases (by omega : Multiset.card s = 0 ∨ Multiset.card s = 1 ∨ Multiset.card s = 2 ∨
    Multiset.card s = 3) with h | h | h | h
  · rw [Multiset.card_eq_zero.1 h, Multiset.map_zero, Multiset.sum_zero] at hsum
    linarith
  · obtain ⟨a, rfl⟩ := Multiset.card_eq_one.1 h
    rw [Multiset.map_singleton, Multiset.sum_singleton] at hsum
    have ha := inv a N (by have := hmem a (by simp); omega) (hmem a (by simp)).2
    linarith
  · -- two orbits: both stabilisers are the whole group
    obtain ⟨a, b, rfl⟩ := Multiset.card_eq_two.1 h
    simp only [Multiset.insert_eq_cons, Multiset.map_cons, Multiset.map_singleton,
      Multiset.sum_cons, Multiset.sum_singleton] at hsum
    have ha := hmem a (by simp)
    have hb := hmem b (by simp)
    have ia := inv a N (by omega) ha.2
    have ib := inv b N (by omega) hb.2
    have ea : 1 / (a : ℚ) = 1 / N := by linarith
    have eb : 1 / (b : ℚ) = 1 / N := by linarith
    rw [one_div, one_div, inv_inj] at ea eb
    have ea' : a = N := by exact_mod_cast ea
    have eb' : b = N := by exact_mod_cast eb
    left
    rw [ea', eb']
  · -- three orbits: list the orders increasingly
    have hsort : ∃ a b c : ℕ, s = {a, b, c} ∧ a ≤ b ∧ b ≤ c := by
      obtain ⟨x, y, z, rfl⟩ := Multiset.card_eq_three.1 h
      have swap : ∀ u v w : ℕ, ({u, v, w} : Multiset ℕ) = {v, u, w} :=
        fun u v w => Multiset.cons_swap u v {w}
      have rot : ∀ u v w : ℕ, ({u, v, w} : Multiset ℕ) = {u, w, v} :=
        fun u v w => congrArg (Multiset.cons u) (Multiset.pair_comm v w)
      rcases le_total x y with h1 | h1 <;> rcases le_total y z with h2 | h2
      · exact ⟨x, y, z, rfl, h1, h2⟩
      · rcases le_total x z with h3 | h3
        · exact ⟨x, z, y, rot x y z, h3, h2⟩
        · exact ⟨z, x, y, (rot x y z).trans (swap x z y), h3, h1⟩
      · rcases le_total x z with h3 | h3
        · exact ⟨y, x, z, swap x y z, h1, h3⟩
        · exact ⟨y, z, x, (swap x y z).trans (rot y x z), h2, h3⟩
      · exact ⟨z, y, x, ((swap x y z).trans (rot y x z)).trans (swap y z x), h2, h1⟩
    obtain ⟨a, b, c, rfl, hab, hbc⟩ := hsort
    simp only [Multiset.insert_eq_cons, Multiset.map_cons, Multiset.map_singleton,
      Multiset.sum_cons, Multiset.sum_singleton] at hsum
    have e : 1 / (a : ℚ) + 1 / b + 1 / c = 1 + 2 / N := by
      have : (2 : ℚ) / N = 2 * (1 / N) := by ring
      linarith
    have hc := (hmem c (by simp)).1
    obtain ⟨rfl, ⟨rfl, hn⟩ | ⟨rfl, ⟨rfl, hn⟩ | ⟨rfl, hn⟩ | ⟨rfl, hn⟩⟩⟩ :=
      three_orbit_orders (hmem a (by simp)).1 hab hbc (by omega) e
    · exact Or.inr (Or.inl ⟨c, hc, hn, rfl⟩)
    · exact Or.inr (Or.inr (Or.inl ⟨hn, rfl⟩))
    · exact Or.inr (Or.inr (Or.inr (Or.inl ⟨hn, rfl⟩)))
    · exact Or.inr (Or.inr (Or.inr (Or.inr ⟨hn, rfl⟩)))

/-- Under the hypotheses of the classification there are either two orbits and 2 poles, or
three orbits and `N + 2` poles, where `N` is the group order. -/
theorem number_of_poles (hN : 2 ≤ Nat.card G)
    (hfix : ∀ g : G, g ≠ 1 → Nat.card (fixedBy X g) = 2)
    (hstab : ∀ x : X, ∃ g : G, g ≠ 1 ∧ g • x = x) :
    (Nat.card (orbitRel.Quotient G X) = 2 ∧ Nat.card X = 2) ∨
    (Nat.card (orbitRel.Quotient G X) = 3 ∧ Nat.card X = Nat.card G + 2) := by
  have hB := card_poles_add hfix
  have hc : Multiset.card (poleOrders G X) = Nat.card (orbitRel.Quotient G X) :=
    (Multiset.card_map _ _).trans
      (@Nat.card_eq_fintype_card _ (Fintype.ofFinite _)).symm
  rcases pole_classification hN hfix hstab with h | ⟨n, _, _, h⟩ | ⟨_, h⟩ | ⟨_, h⟩ | ⟨_, h⟩
  · have hk : Nat.card (orbitRel.Quotient G X) = 2 := by rw [← hc, h]; rfl
    rw [hk] at hB
    exact Or.inl ⟨hk, by omega⟩
  all_goals
    have hk : Nat.card (orbitRel.Quotient G X) = 3 := by rw [← hc, h]; rfl
    rw [hk] at hB
    exact Or.inr ⟨hk, by omega⟩

/-- The six ends of three perpendicular axes: an axis and a sign. -/
structure AxisPole where
  axis : Fin 3
  sign : ℤˣ
  deriving DecidableEq, Fintype

/-- The identity and the three half-turns about perpendicular axes, written as pairs of
signs, act on the ends of the axes; the third axis carries the product of the two signs. -/
instance : MulAction (ℤˣ × ℤˣ) AxisPole where
  smul g p := ⟨p.axis, ![g.1, g.2, g.1 * g.2] p.axis * p.sign⟩
  one_smul := by decide
  mul_smul := by decide

/-- The group of half-turns about three perpendicular axes, acting on the six ends of the
axes, meets the hypotheses of the classification. -/
theorem halfTurns_witness :
    2 ≤ Nat.card (ℤˣ × ℤˣ) ∧
    (∀ g : ℤˣ × ℤˣ, g ≠ 1 → Nat.card (fixedBy AxisPole g) = 2) ∧
    (∀ p : AxisPole, ∃ g : ℤˣ × ℤˣ, g ≠ 1 ∧ g • p = p) := by
  have h : ∀ g : ℤˣ × ℤˣ, g ≠ 1 → Fintype.card {p : AxisPole // g • p = p} = 2 := by
    decide
  refine ⟨?_, fun g hg => ?_, by decide⟩
  · rw [Nat.card_eq_fintype_card]
    decide
  · exact (Nat.card_eq_fintype_card (α := {p : AxisPole // g • p = p})).trans (h g hg)

end PoleCounting
```

```lean
#print axioms PoleCounting.stabilizer_card_eq_of_mem_orbit
#print axioms PoleCounting.poleOrders_bounds
#print axioms PoleCounting.number_of_poles
```

```
'PoleCounting.stabilizer_card_eq_of_mem_orbit' depends on axioms: [propext, Classical.choice, Quot.sound]
'PoleCounting.poleOrders_bounds' depends on axioms: [propext, Classical.choice, Quot.sound]
'PoleCounting.number_of_poles' depends on axioms: [propext, Classical.choice, Quot.sound]
```

## Five patterns from two conditions on fixed points

The main theorem, `pole_classification`, has two hypotheses besides `hN`, which says $N\ge2$. The first, `hfix`, says that each non-identity element fixes exactly two poles. The second, `hstab`, says that each pole is fixed by some non-identity element. The conclusion is that one of these rows holds:

| Stabiliser orders | Group order | Number of poles | Rotation group with this pattern |
|---|---|---|---|
| $N,N$ | $N$ | $2$ | cyclic $C_N$ |
| $2,2,n$ with $n\ge2$ | $2n$ | $2n+2$ | dihedral $D_n$ |
| $2,3,3$ | $12$ | $14$ | tetrahedral $T$ |
| $2,3,4$ | $24$ | $26$ | octahedral $O$ |
| $2,3,5$ | $60$ | $62$ | icosahedral $I$ |

The pole numbers come from `number_of_poles`. The last column is the geometric reading and plays no part in the Lean statements.

In Lean, $N$ is `Nat.card G`, the poles fixed by $g$ form `fixedBy X g`, and the orbits are the elements of `orbitRel.Quotient G X`. The list of orders is the multiset `poleOrders G X`, which keeps repetitions and ignores sequence. It is computed from one representative pole per orbit, chosen by `Quotient.out`; `stabilizer_card_eq_of_mem_orbit` shows that the choice has no effect.

## Poles as the ends of rotation axes

For a finite group of rotations about a common centre, take $X$ to be the points of the unit sphere fixed by at least one non-identity rotation. Such a rotation fixes exactly two points of the sphere, the ends of its axis, so both hypotheses hold and $X$ is finite. The group permutes $X$, because if $g$ fixes $x$, then $hgh^{-1}$ fixes $hx$. The stabiliser of a pole consists of the rotations about its axis, and its order $n$ says that the axis is $n$-fold. The table has one entry for each orbit of poles, not for each axis: for $C_N$ the two entries $N,N$ belong to the two ends of a single axis.

For a rigid, nonlinear molecule with at least one rotation axis, the table therefore limits the axis orders that can occur together in the proper rotation group, whose irreducible representations help to label the electronic states. Mirror planes do not fit the model, since a reflection fixes a whole great circle.

The classification of finite rotation groups also determines each group up to conjugation in $SO(3)$. The theorem here fixes only the numbers in the first two columns, and does not say that every row occurs.

The second row with $n=2$ is realised in the file. In `halfTurns_witness`, a pair of signs $(s,t)$ stands for the matrix $\mathrm{diag}(s,t,st)$, which is the identity or a half-turn about a coordinate axis. These four elements act on the six axis ends, `AxisPole`, and `decide` checks the hypotheses case by case. The pattern is $2,2,2$ with $N=4$.

## From fixed points to the pole equation

Let there be $k$ orbits, with stabiliser orders $n_1,\dots,n_k$. Count the pairs $(g,x)$ with $gx=x$ in two ways. The identity contributes $|X|$ pairs and each of the other $N-1$ elements contributes two. On the other hand, orbit $i$ has $N/n_i$ poles, each fixed by $n_i$ elements, so it contributes $N$ pairs. Hence

$$|X|+2(N-1)=kN,\qquad\text{that is,}\qquad |X|+2N=kN+2.$$

This is `card_poles_add`, which takes the second count from Mathlib's orbit-counting theorem and separates the identity from the sum over $g$.

Adding up the orbit sizes gives $|X|=N\sum_i 1/n_i$. Substituting this and dividing by $N$ yields `pole_equation`:

$$\sum_{i=1}^k\left(1-\frac1{n_i}\right)=2\left(1-\frac1N\right).$$

By `hstab` each stabiliser contains a non-identity element, and by Lagrange's theorem its order divides $N$. So $2\le n_i\le N$, which is `poleOrders_bounds`.

## Solving for the orders

From here `pole_classification` is arithmetic: `generalize` replaces the list and the group order by a bare multiset `s` and a number `N`. The right side of the pole equation is at least $1$ and less than $2$, while each term on the left is at least $1/2$. So $k\le3$, and $k=0$ is impossible.

**One orbit.** The left side is at most $1-1/N$, which is less than $2(1-1/N)$. This case is impossible.

**Two orbits.** The equation becomes $1/a+1/b=2/N$. Both terms are at least $1/N$, so $a=b=N$.

**Three orbits.** Sort the orders as $a\le b\le c$, which is the step `hsort`. Then

$$\frac1a+\frac1b+\frac1c=1+\frac2N.$$

The lemma `three_orbit_orders` solves this, using the local fact `inv` that larger integers have smaller reciprocals:

- If $a\ge3$, the left side is at most $1$, which is too small. So $a=2$ and $1/b+1/c=1/2+2/N$.
- If $b\ge4$, then $1/b+1/c\le1/2$, again too small. So $b$ is $2$ or $3$.
- If $b=2$, then $1/c=2/N$, so $N=2c$.
- If $b=3$, then $1/c=1/6+2/N>1/6$, so $c\le5$. For $c=3,4,5$ the value of $2/N=1/c-1/6$ is $1/6$, $1/12$, $1/30$, which gives $N=12,24,60$.

Putting $k=2$ or $k=3$ back into $|X|+2N=kN+2$ gives $2$ or $N+2$ poles.

## A free orbit breaks the list

Suppose `hstab` is omitted. Let $C_2$ act on four points, with its half-turn fixing two of them and exchanging the other two. The non-identity element still fixes exactly two points, but the stabiliser orders are $2,2,1$, which match no row of the table. The exchanged points are not ends of any rotation axis, and `hstab` excludes them.
